# Nonzero levels of an alternant Hückel model with positive definite overlap I + sH pair by 1/E + 1/E′ = 2s

## Question

Measure energies from an on-site energy common to all sites, and take two sites with unit coupling and an overlap $s$ between them, $|s|<1$. The symmetric combination has energy $E=1/(1+s)$ and the antisymmetric one $E'=-1/(1-s)$. The levels are no longer opposite, as they are at $s=0$, but their reciprocals $1+s$ and $-(1-s)$ add up to $2s$.

I believe this holds for every alternant system, meaning one whose sites carry signs such that hopping only connects opposite signs, provided the overlap matrix is $I+sH$. If $E\neq0$ is a level, then $E/(2sE-1)$ should be one too, with the sign-changed orbital. I would like to see this argued carefully, including why the denominator can't vanish, and checked by machine.

## Answer

It does hold, provided that $I+sH$ is positive definite. Physically, this condition says that every nonzero combination of the basis orbitals has positive norm, so the basis is linearly independent.

### From one level to its partner

Let $H$ be the hopping matrix on a finite set of sites, $s$ a real number, and $S$ the diagonal matrix of signs $\sigma_i=\pm1$, with $SHS=-H$. In components, $\sigma_i\sigma_jH_{ij}=-H_{ij}$, so $H_{ij}=0$ whenever $\sigma_i=\sigma_j$. In particular the diagonal of $H$ is zero. Suppose $c\neq0$ and
$$Hc=E(I+sH)c,\qquad E\neq0.$$

**Remove the overlap.** Collecting the terms in $Hc$ gives $(1-sE)Hc=Ec$. If $1-sE$ were zero, then $Ec=0$, hence $E=0$, and $1-sE$ would be $1$, a contradiction. So
$$Hc=xc,\qquad x=\frac{E}{1-sE}.$$

**Change the signs.** Since $S^2=I$, we have $HS=S(SHS)=-SH$. Therefore $H(Sc)=-SHc=-x\,Sc$. The vector $Sc$ is nonzero, because $S(Sc)=c$.

**Use positivity on the partner.** From $(I+sH)Sc=(1-sx)Sc$ it follows that
$$0<(Sc)^\dagger(I+sH)(Sc)=(1-sx)\,(Sc)^\dagger(Sc),$$
so $1-sx\neq0$. Because $x(1-sE)=E$,
$$(1-sx)(1-sE)=1-sE-sE=1-2sE.$$
Both factors on the left are nonzero, hence $2sE-1\neq0$.

**Restore the overlap.** Dividing $H(Sc)=-x\,Sc$ by the factor $1-sx$ shows that $Sc$ solves the original equation at energy
$$E'=\frac{-x}{1-sx}=\frac{-E}{1-2sE}=\frac{E}{2sE-1}.$$
Finally $1/E'=(2sE-1)/E=2s-1/E$, which is the reciprocal rule.

For real $E$, positivity on both orbitals gives more. On $c$ it gives $1+sx>0$, and $(1+sx)(1-sE)=1$, so $1-sE>0$. On $Sc$ it gives $1-sx>0$. The product $(1-sx)(1-sE)=1-2sE$ is then positive, so $2sE<1$. A nonzero real level and its partner therefore have opposite signs.

### Three sites with couplings 3 and 4

Let
$$H=\begin{pmatrix}0&3&0\\3&0&4\\0&4&0\end{pmatrix},\qquad s=\tfrac1{10},\qquad S=\mathrm{diag}(1,-1,1).$$
The eigenvalues of $H$ are $5,0,-5$, so those of $I+sH$ are $\tfrac32,1,\tfrac12$, all positive. The vector $c=(3,5,4)$ has $Hc=5c$ and energy $E=5/\tfrac32=\tfrac{10}{3}$. The formula predicts
$$E'=\frac{10/3}{2/3-1}=-10,$$
and indeed $Sc=(3,-5,4)$ has $H(Sc)=-5\,Sc$ and $(I+sH)Sc=\tfrac12Sc$. Normalised with the overlap, so that $v^\dagger(I+sH)v=1$, the two orbitals are $c/\sqrt{75}$ and $Sc/5$. The reciprocals are $\tfrac3{10}$ and $-\tfrac1{10}$, with sum $\tfrac15=2s$.

### What the Lean statement says

The sites form a finite type `n`. `overlap s H` is $I+sH$, and `IsOrbital H s E c` says that $c$ is nonzero and satisfies the generalised eigenvalue equation; $c$ need not be normalised. The matrix $S$ is `diagonal σ`, where `hσ` restricts each complex entry to $1$ or $-1$, and `hS` is the alternant condition. The hypothesis `hP` is positive definiteness of the overlap.

The conclusion of `pairing_with_overlap` has three parts: $2sE-1\neq0$, so the quotient is a genuine one; `diagonal σ *ᵥ c` is an orbital at that energy; and the reciprocals sum to $2s$.

The energy `E` is complex in this theorem, and Hermiticity of $H$ is not listed as a hypothesis. For $s\neq0$ it follows from `hP`, since a positive definite matrix in Mathlib is Hermitian by definition. At $s=0$ the theorem also covers non-Hermitian $H$. Separately, `level_real` shows that Hermitian $H$ has only real levels, without assuming positivity or pairing symmetry. `level_bound` is the inequality $2sE<1$ for real $E$.

Energies are measured from a common on-site energy, and $s$ has the dimension of an inverse energy. If the model is given as $\alpha I+\beta A$ with overlap $I+\tau A$, where $A$ is the adjacency matrix, $\alpha$ the on-site energy, $\beta$ the coupling and $\tau$ the neighbour overlap, then subtracting $\alpha$ times the overlap leaves $H=(\beta-\alpha\tau)A$ and $s=\tau/(\beta-\alpha\tau)$, for $\beta\neq\alpha\tau$. In the usual Hückel case $\tau>0$ and $\beta-\alpha\tau<0$, so $s<0$, and each antibonding level lies further from $\alpha$ than its bonding partner. The examples with positive couplings and $s>0$ describe this case if their energies are read in units of a negative energy; their positive levels are then the bonding ones.

The proportionality between overlap and hopping is assumed, not derived from atomic orbitals. The theorem concerns levels and orbitals; it says nothing about the charges and bond orders that also belong to the pairing theorem of alternant hydrocarbons, and it doesn't count degeneracies. For finite, non-interacting Hückel or tight-binding models of this form, it gives the antibonding levels from the bonding ones and offers a check on a generalised eigenvalue solver.

```lean
import Mathlib

open Matrix
open scoped ComplexOrder

namespace PairingWithOverlap

noncomputable section

variable {n : Type*} [Fintype n] [DecidableEq n]

/-- The overlap matrix `I + sH`, whose off-diagonal part is proportional to the hopping. -/
def overlap (s : ℝ) (H : Matrix n n ℂ) : Matrix n n ℂ := 1 + (s : ℂ) • H

/-- `c` is a nonzero orbital of energy `E` for the secular equation `H c = E (I + sH) c`. -/
def IsOrbital (H : Matrix n n ℂ) (s : ℝ) (E : ℂ) (c : n → ℂ) : Prop :=
  c ≠ 0 ∧ H *ᵥ c = E • (overlap s H *ᵥ c)

lemma overlap_mulVec (s : ℝ) (H : Matrix n n ℂ) (c : n → ℂ) :
    overlap s H *ᵥ c = c + (s : ℂ) • (H *ᵥ c) := by
  rw [overlap, Matrix.add_mulVec, Matrix.one_mulVec, Matrix.smul_mulVec]

omit [DecidableEq n] in
lemma norm_sum_pos {c : n → ℂ} (hc : c ≠ 0) : 0 < ∑ i, Complex.normSq (c i) := by
  obtain ⟨i, hi⟩ := Function.ne_iff.1 hc
  exact Finset.sum_pos' (fun j _ => Complex.normSq_nonneg _)
    ⟨i, Finset.mem_univ i, Complex.normSq_pos.2 hi⟩

omit [DecidableEq n] in
lemma star_dot_self (c : n → ℂ) :
    star c ⬝ᵥ c = ((∑ i, Complex.normSq (c i) : ℝ) : ℂ) := by
  rw [Complex.ofReal_sum]
  simp only [dotProduct]
  exact Finset.sum_congr rfl (fun i _ => Complex.normSq_eq_conj_mul_self.symm)

/-- An orbital of energy `E` with overlap is an eigenvector of `H` alone,
with eigenvalue `E / (1 - sE)`. -/
theorem bare_of_orbital {H : Matrix n n ℂ} {s : ℝ} {E : ℂ} {c : n → ℂ}
    (h : IsOrbital H s E c) :
    1 - s * E ≠ 0 ∧ H *ᵥ c = (E / (1 - s * E)) • c := by
  obtain ⟨hc, h⟩ := h
  rw [overlap_mulVec] at h
  have h1 : (1 - s * E) • (H *ᵥ c) = E • c := by
    linear_combination (norm := module) h
  have hd : 1 - s * E ≠ 0 := by
    intro h0
    rw [h0, zero_smul] at h1
    have hE : E = 0 := (smul_eq_zero.1 h1.symm).resolve_right hc
    simp [hE] at h0
  refine ⟨hd, ?_⟩
  rw [div_eq_inv_mul, mul_smul, ← h1, smul_smul, inv_mul_cancel₀ hd, one_smul]

/-- An eigenvector of `H` with eigenvalue `x` is an orbital of energy `x / (1 + sx)`
once the overlap is included, provided `1 + sx` is nonzero. -/
theorem orbital_of_bare {H : Matrix n n ℂ} {s : ℝ} {x : ℂ} {c : n → ℂ}
    (hc : c ≠ 0) (hx : H *ᵥ c = x • c) (hd : 1 + s * x ≠ 0) :
    IsOrbital H s (x / (1 + s * x)) c := by
  refine ⟨hc, ?_⟩
  have h1 : overlap s H *ᵥ c = (1 + s * x) • c := by
    rw [overlap_mulVec, hx]
    module
  rw [h1, smul_smul, div_mul_cancel₀ _ hd, hx]

/-- If `S = diagonal σ` has entries `±1` and `S H S = -H`, then `S` turns an eigenvector of `H` with
eigenvalue `x` into a nonzero eigenvector with eigenvalue `-x`. -/
theorem sign_reversal {H : Matrix n n ℂ} {σ : n → ℂ} {x : ℂ} {c : n → ℂ}
    (hσ : ∀ i, σ i = 1 ∨ σ i = -1) (hS : diagonal σ * H * diagonal σ = -H)
    (hc : c ≠ 0) (hx : H *ᵥ c = x • c) :
    diagonal σ *ᵥ c ≠ 0 ∧ H *ᵥ (diagonal σ *ᵥ c) = (-x) • (diagonal σ *ᵥ c) := by
  have hSS : diagonal σ * diagonal σ = 1 := by
    rw [diagonal_mul_diagonal, ← diagonal_one]
    congr 1
    ext i
    rcases hσ i with h | h <;> simp [h]
  -- S anticommutes with H
  have hHS : H * diagonal σ = -(diagonal σ * H) := by
    calc H * diagonal σ = (diagonal σ * diagonal σ) * H * diagonal σ := by
          rw [hSS, one_mul]
      _ = diagonal σ * (diagonal σ * H * diagonal σ) := by simp only [mul_assoc]
      _ = -(diagonal σ * H) := by rw [hS, mul_neg]
  constructor
  · intro h0
    apply hc
    rw [← Matrix.one_mulVec c, ← hSS, ← Matrix.mulVec_mulVec, h0, Matrix.mulVec_zero]
  · rw [Matrix.mulVec_mulVec, hHS, Matrix.neg_mulVec, ← Matrix.mulVec_mulVec, hx,
      Matrix.mulVec_smul, neg_smul]

/-- If the overlap matrix is positive definite, then `1 + sx` has positive real part
for every eigenvalue `x` of `H`. -/
theorem overlap_factor_pos {H : Matrix n n ℂ} {s : ℝ} {x : ℂ} {c : n → ℂ}
    (hP : (overlap s H).PosDef) (hc : c ≠ 0) (hx : H *ᵥ c = x • c) :
    0 < (1 + s * x).re := by
  have h := hP.dotProduct_mulVec_pos hc
  have h1 : overlap s H *ᵥ c = (1 + s * x) • c := by
    rw [overlap_mulVec, hx]
    module
  rw [h1, dotProduct_smul, smul_eq_mul, star_dot_self] at h
  have h2 := (Complex.lt_def.1 h).1
  rw [Complex.re_mul_ofReal, Complex.zero_re] at h2
  exact (mul_pos_iff_of_pos_right (norm_sum_pos hc)).1 h2

/-- For Hermitian `H`, every level of the secular equation with overlap is real. -/
theorem level_real {H : Matrix n n ℂ} {s : ℝ} {E : ℂ} {c : n → ℂ}
    (hH : H.IsHermitian) (h : IsOrbital H s E c) : E.im = 0 := by
  obtain ⟨hd, hx⟩ := bare_of_orbital h
  obtain ⟨x, hxd⟩ : ∃ x, x = E / (1 - s * E) := ⟨_, rfl⟩
  rw [← hxd] at hx
  have hE : x * (1 - s * E) = E := by rw [hxd, div_mul_cancel₀ _ hd]
  -- the eigenvalue x of H is real
  have h1 := Matrix.star_mulVec H c
  rw [hH.eq, hx, star_smul] at h1
  have h2 := Matrix.dotProduct_mulVec (star c) H c
  rw [← h1, hx, dotProduct_smul, smul_dotProduct, smul_eq_mul, smul_eq_mul] at h2
  have hq : star c ⬝ᵥ c ≠ 0 := by
    rw [star_dot_self]
    exact Complex.ofReal_ne_zero.2 (norm_sum_pos h.1).ne'
  have hxr : starRingEnd ℂ x = x := (mul_right_cancel₀ hq h2).symm
  -- hence so is E
  have hs := congrArg (starRingEnd ℂ) hE
  simp only [map_mul, map_sub, map_one, Complex.conj_ofReal, hxr] at hs
  have h3 : (1 + s * x) * (starRingEnd ℂ E - E) = 0 := by linear_combination hE - hs
  have h4 : (1 + s * x) * (1 - s * E) = 1 := by linear_combination (s : ℂ) * hE
  have h5 : 1 + s * x ≠ 0 := left_ne_zero_of_mul_eq_one h4
  exact Complex.conj_eq_iff_im.1 (sub_eq_zero.1 ((mul_eq_zero.1 h3).resolve_left h5))

/-- Let `S = diagonal σ` have entries `±1` with `S H S = -H`, and let `I + sH` be positive definite.
If `c` is an orbital of energy `E ≠ 0`, then `2sE - 1 ≠ 0`, `S c` is an orbital of energy `E / (2sE
- 1)`, and the reciprocals of the two energies sum to `2s`. -/
theorem pairing_with_overlap {H : Matrix n n ℂ} {σ : n → ℂ} {s : ℝ} {E : ℂ} {c : n → ℂ}
    (hσ : ∀ i, σ i = 1 ∨ σ i = -1) (hS : diagonal σ * H * diagonal σ = -H)
    (hP : (overlap s H).PosDef) (hE0 : E ≠ 0) (h : IsOrbital H s E c) :
    2 * s * E - 1 ≠ 0 ∧
    IsOrbital H s (E / (2 * s * E - 1)) (diagonal σ *ᵥ c) ∧
    1 / E + 1 / (E / (2 * s * E - 1)) = 2 * s := by
  obtain ⟨hd, hx⟩ := bare_of_orbital h
  obtain ⟨x, hxd⟩ : ∃ x, x = E / (1 - s * E) := ⟨_, rfl⟩
  rw [← hxd] at hx
  have hE : x * (1 - s * E) = E := by rw [hxd, div_mul_cancel₀ _ hd]
  obtain ⟨hc', hx'⟩ := sign_reversal hσ hS h.1 hx
  -- positivity of the overlap on the partner orbital
  have hp : 1 + s * (-x) ≠ 0 := by
    intro h0
    have h1 := overlap_factor_pos hP hc' hx'
    rw [h0, Complex.zero_re] at h1
    exact lt_irrefl _ h1
  have h2 : 2 * s * E - 1 ≠ 0 := by
    intro h0
    have h3 : (1 + s * (-x)) * (1 - s * E) = 0 := by
      linear_combination -(s : ℂ) * hE - h0
    exact (mul_ne_zero hp hd) h3
  refine ⟨h2, ?_, ?_⟩
  · have h4 : E / (2 * s * E - 1) = -x / (1 + s * (-x)) := by
      rw [div_eq_div_iff h2 hp]
      linear_combination -hE
    rw [h4]
    exact orbital_of_bare hc' hx' hp
  · rw [one_div_div, ← add_div, div_eq_iff hE0]
    ring

/-- Under the pairing symmetry and a positive definite overlap, every real level
satisfies `2sE < 1`. -/
theorem level_bound {H : Matrix n n ℂ} {σ : n → ℂ} {s E : ℝ} {c : n → ℂ}
    (hσ : ∀ i, σ i = 1 ∨ σ i = -1) (hS : diagonal σ * H * diagonal σ = -H)
    (hP : (overlap s H).PosDef) (h : IsOrbital H s E c) : 2 * s * E < 1 := by
  obtain ⟨hd, hx⟩ := bare_of_orbital h
  have hd' : 1 - s * E ≠ 0 := by exact_mod_cast hd
  obtain ⟨y, hy⟩ : ∃ y : ℝ, y = E / (1 - s * E) := ⟨_, rfl⟩
  have hyc : (E : ℂ) / (1 - s * E) = (y : ℂ) := by rw [hy]; push_cast; rfl
  rw [hyc] at hx
  have hE : y * (1 - s * E) = E := by rw [hy, div_mul_cancel₀ _ hd']
  obtain ⟨hc', hx'⟩ := sign_reversal hσ hS h.1 hx
  -- positivity on both members of the pair
  have h1 : 0 < 1 + s * y := by simpa using overlap_factor_pos hP h.1 hx
  have h2 : 0 < 1 - s * y := by
    simpa [sub_eq_add_neg] using overlap_factor_pos hP hc' hx'
  have h3 : (1 + s * y) * (1 - s * E) = 1 := by linear_combination s * hE
  have h4 : 0 < 1 - s * E := by
    refine (mul_pos_iff_of_pos_left h1).1 ?_
    rw [h3]
    exact one_pos
  have h5 : (1 - s * y) * (1 - s * E) = 1 - 2 * s * E := by linear_combination -s * hE
  have h6 := mul_pos h2 h4
  linarith

/-- The two-site hopping matrix with unit coupling. -/
def dimer : Matrix (Fin 2) (Fin 2) ℂ := !![0, 1; 1, 0]

/-- For `|s| < 1` the two-site model is Hermitian, has the pairing symmetry and a positive
definite overlap, and has the orbital `(1, 1)` at energy `1 / (1 + s)`. -/
theorem dimer_witness {s : ℝ} (hs : |s| < 1) :
    dimer.IsHermitian ∧
    diagonal ![1, -1] * dimer * diagonal ![1, -1] = -dimer ∧
    (overlap s dimer).PosDef ∧ IsOrbital dimer s (1 / (1 + s)) ![1, 1] := by
  obtain ⟨hl, hu⟩ := abs_lt.1 hs
  refine ⟨?_, ?_, ?_, ?_⟩
  · change dimerᴴ = dimer
    ext i j
    fin_cases i <;> fin_cases j <;> simp [dimer]
  · ext i j
    fin_cases i <;> fin_cases j <;> simp [dimer, Matrix.mul_apply, Fin.sum_univ_two]
  · rw [Matrix.posDef_iff_dotProduct_mulVec]
    constructor
    · change (overlap s dimer)ᴴ = overlap s dimer
      ext i j
      fin_cases i <;> fin_cases j <;> simp [overlap, dimer]
    · intro x hx
      have hr := norm_sum_pos hx
      simp only [Fin.sum_univ_two, Complex.normSq_apply] at hr
      rw [overlap_mulVec, Complex.lt_def]
      constructor
      · simp [dimer, dotProduct, Fin.sum_univ_two]
        rcases le_total 0 s with h | h
        · nlinarith [mul_pos (sub_pos.2 hu) hr,
            mul_nonneg h (add_nonneg (sq_nonneg ((x 0).re + (x 1).re))
              (sq_nonneg ((x 0).im + (x 1).im)))]
        · nlinarith [mul_pos (by linarith : 0 < 1 + s) hr,
            mul_nonneg (neg_nonneg.2 h) (add_nonneg (sq_nonneg ((x 0).re - (x 1).re))
              (sq_nonneg ((x 0).im - (x 1).im)))]
      · simp [dimer, dotProduct, Fin.sum_univ_two]
        ring
  · have hc : (![1, 1] : Fin 2 → ℂ) ≠ 0 := by
      intro h
      have h0 := congrFun h 0
      simp at h0
    have hx : dimer *ᵥ ![1, 1] = (1 : ℂ) • ![1, 1] := by
      ext i
      fin_cases i <;> simp [dimer, Matrix.mulVec, dotProduct, Fin.sum_univ_two]
    have hd : 1 + (s : ℂ) * 1 ≠ 0 := by
      rw [mul_one]
      exact_mod_cast (by linarith : (0 : ℝ) < 1 + s).ne'
    have h := orbital_of_bare hc hx hd
    rwa [mul_one] at h

end

end PairingWithOverlap
```

```lean
#print axioms PairingWithOverlap.level_real
#print axioms PairingWithOverlap.pairing_with_overlap
#print axioms PairingWithOverlap.level_bound
```

```
'PairingWithOverlap.level_real' depends on axioms: [propext, Classical.choice, Quot.sound]
'PairingWithOverlap.pairing_with_overlap' depends on axioms: [propext, Classical.choice, Quot.sound]
'PairingWithOverlap.level_bound' depends on axioms: [propext, Classical.choice, Quot.sound]
```

### How the proof follows the algebra

`bare_of_orbital` removes the overlap. It expands the secular equation with `overlap_mulVec`, collects terms into $(1-sE)Hc=Ec$, and rules out a zero factor exactly as above. `orbital_of_bare` goes the other way, from an eigenvalue $x$ of $H$ to the energy $x/(1+sx)$, provided the denominator is nonzero.

`sign_reversal` first proves $S^2=I$ from the two possible values of each sign; this is what gives $Sc\neq0$. The `calc` block derives $HS=-SH$, from which the new eigenvalue follows.

`overlap_factor_pos` evaluates the quadratic form of the overlap on an eigenvector. The lemmas `star_dot_self` and `norm_sum_pos` identify $c^\dagger c$ with a positive real sum, so the real part of $1+sx$ must be positive.

The main theorem combines these results. It names $x$ and records $x(1-sE)=E$ as `hE`. Applying `overlap_factor_pos` to $Sc$ gives $1-sx\neq0$, called `hp`. Two steps then use `hE` through `linear_combination`: one shows that $2sE-1=0$ would force $(1-sx)(1-sE)=0$, which is excluded, and the other equates $E/(2sE-1)$ with $-x/(1-sx)$. The reciprocal rule is closed by `ring` after clearing the denominator $E$. `level_bound` uses the products $(1+sx)(1-sE)=1$ and $(1-sx)(1-sE)=1-2sE$, with positivity applied to both $c$ and $Sc$.

In `level_real`, evaluating $c^\dagger Hc$ in two ways gives $\bar x=x$. Conjugating `hE` and subtracting leaves $(1+sx)(\bar E-E)=0$, and the first factor is nonzero because $(1+sx)(1-sE)=1$.

`dimer_witness` confirms the pairing symmetry, the positive definite overlap and the orbital for the two-site model with $|s|<1$. The other two hypotheses of the main theorem, signs equal to $\pm1$ and a nonzero energy, can be read off from `![1, -1]` and $1/(1+s)$. Normalised with the overlap, the orbital `![1, 1]` is $(1,1)/\sqrt{2(1+s)}$. For a vector $v$ with components $v_0,v_1$, positivity rests on
$$v^\dagger(I+sH)v=(1-s)(|v_0|^2+|v_1|^2)+s|v_0+v_1|^2$$
when $s\ge0$, and on the corresponding identity with $1+s$, $-s$ and $|v_0-v_1|^2$ when $s\le0$. These are the products handed to `nlinarith`.

### Overlap within each sublattice

The sign change also settles a neighbouring case, which I have worked out by hand and not formalised. Let the overlap be a matrix $O$ that connects only sites of equal sign, so that $SO=OS$. If $Hc=EOc$, then
$$H(Sc)=-SHc=-E\,SOc=-E\,O(Sc),$$
and the levels pair as $\pm E$, as they do without overlap.
